# A uniform field lowers the ground level of a particle in a one-dimensional box and raises every excited level at second order

A ground level never rises at second order in a perturbation that is proportional to the field strength. Apply that rule to the excited levels of a one-dimensional hard-walled box in a uniform field, and the sign is wrong every time. There is a second difficulty: the equation for the first-order response has many solutions, since any multiple of the unperturbed orbital can be added. Do all of them give the same second-order energy? They do, and the value has a closed form.

## The level, the field and the response

```lean
import Mathlib

open scoped Real

namespace BoxPolarizability

noncomputable section
```

One particle moves on [0, L], in units ħ = m = 1. The levels are numbered by n = 1, 2, 3, and so on.

```lean
/-- The wavenumber `nπ/L` of level `n ≥ 1` in a box of width `L > 0`. -/
def wavenumber (L : ℝ) (n : ℕ) : ℝ := n * π / L
```

This is k = nπ/L, with `L` real and `n` a natural number; the definition accepts n = 0, which is not a level. The unperturbed energy is E = k²/2.

```lean
/-- The orbital `√(2/L) sin(nπx/L)` of level `n ≥ 1` in a box of width `L > 0`. -/
def orbital (L : ℝ) (n : ℕ) (x : ℝ) : ℝ :=
  Real.sqrt (2 / L) * Real.sin (wavenumber L n * x)
```

For L > 0 and n ≥ 1 the normalised orbital is u(x) = √(2/L) sin(kx).

```lean
/-- The potential of a uniform unit field, measured from the centre of the box. -/
def tilt (L x : ℝ) : ℝ := x - L / 2
```

The particle has charge −1, so the unit field acts through V(x) = x − L/2. A field of strength F multiplies the second-order energy by F².

```lean
/-- `f` is a first-order response of level `n ≥ 1` in a box of width `L > 0`: it is twice
continuously differentiable, vanishes at the walls and solves the first-order equation
`-f''/2 - E f = -V u` with `E = (nπ/L)²/2`. -/
structure IsResponse (L : ℝ) (n : ℕ) (f : ℝ → ℝ) : Prop where
  width_pos : 0 < L
  level_ne : n ≠ 0
  smooth : ContDiff ℝ 2 f
  left_wall : f 0 = 0
  right_wall : f L = 0
  equation : ∀ x ∈ Set.Icc 0 L,
    -(deriv (deriv f) x) / 2 - wavenumber L n ^ 2 / 2 * f x = -(tilt L x * orbital L n x)
```

`IsResponse L n f` bundles the conditions on f: L > 0, n ≥ 1, f is C² on the real line, f(0) = f(L) = 0, and on the box

−f''/2 − (k²/2) f = −V u.

Orthogonality to u is not required.

```lean
/-- The integral of `u V f` over the box. It is the second-order energy shift when `f` is a
first-order response. -/
def secondOrderShift (L : ℝ) (n : ℕ) (f : ℝ → ℝ) : ℝ :=
  ∫ x in (0 : ℝ)..L, orbital L n x * tilt L x * f x
```

The shift is defined as ∫₀ᴸ u V f dx. That this is the F² coefficient of the perturbed level is taken from perturbation theory, not derived here.

```lean
/-- An explicit response function, for a box of width `L > 0` and a level `n ≥ 1`. -/
def response (L : ℝ) (n : ℕ) (x : ℝ) : ℝ :=
  Real.sqrt (2 / L) * ((L * x - x ^ 2) * Real.cos (wavenumber L n * x) / (2 * wavenumber L n)
    + (x - L / 2) * Real.sin (wavenumber L n * x) / (2 * wavenumber L n ^ 2))
```

Write N = √(2/L), v = x − L/2, q = Lx − x², s = sin(kx) and c = cos(kx). The candidate response is

g = N [q c/(2k) + v s/(2k²)].

```lean
/-- The slope of the standing wave `sin(kx)` is `k cos(kx)`. -/
theorem hasDerivAt_sin_wave (k x : ℝ) :
    HasDerivAt (fun y => Real.sin (k * y)) (k * Real.cos (k * x)) x :=
  (((hasDerivAt_id' x).const_mul k).sin).congr_deriv (by ring)
```

`HasDerivAt` states that a function has a given derivative at a point: here s' = kc.

```lean
/-- The slope of the standing wave `cos(kx)` is `-k sin(kx)`. -/
theorem hasDerivAt_cos_wave (k x : ℝ) :
    HasDerivAt (fun y => Real.cos (k * y)) (-(k * Real.sin (k * x))) x :=
  (((hasDerivAt_id' x).const_mul k).cos).congr_deriv (by ring)
```

Likewise c' = −ks.

```lean
/-- For `L ≠ 0` and `k = nπ/L`, the wave `sin(kx)` vanishes at `x = L`. -/
theorem sin_right_wall {L : ℝ} (hL : L ≠ 0) (n : ℕ) : Real.sin (wavenumber L n * L) = 0 := by
  have h : wavenumber L n * L = n * π := by
    unfold wavenumber
    exact div_mul_cancel₀ _ hL
  rw [h, Real.sin_nat_mul_pi]
```

Since kL = nπ, s vanishes at the right wall.

## No first-order shift, and a response for every level

```lean
/-- The integral of `u V u` from `0` to `L` vanishes. For `L > 0` and `n ≥ 1` it is the first-order
energy shift, the mean of the field potential in the orbital. -/
theorem firstOrderShift_eq_zero (L : ℝ) (n : ℕ) :
    ∫ x in (0 : ℝ)..L, orbital L n x * tilt L x * orbital L n x = 0 := by
  rcases eq_or_ne L 0 with rfl | hL
  · simp
  rcases eq_or_ne n 0 with rfl | hn
  · simp [orbital, wavenumber]
  have hk : wavenumber L n ≠ 0 :=
    div_ne_zero (mul_ne_zero (Nat.cast_ne_zero.mpr hn) Real.pi_ne_zero) hL
  have hw := sin_right_wall hL n
  have hc : Continuous (fun x => orbital L n x * tilt L x * orbital L n x) := by
    unfold orbital tilt
    fun_prop
  -- an antiderivative of the integrand
  have hF : ∀ x ∈ Set.uIcc 0 L, HasDerivAt (fun y => Real.sqrt (2 / L) ^ 2 *
      ((y - L / 2) * (y - L / 2) / 4
        - (y - L / 2) * (Real.sin (wavenumber L n * y) * Real.cos (wavenumber L n * y))
          / (2 * wavenumber L n)
        + Real.sin (wavenumber L n * y) * Real.sin (wavenumber L n * y)
          / (4 * wavenumber L n ^ 2)))
      (orbital L n x * tilt L x * orbital L n x) x := by
    intro x _
    have hv : HasDerivAt (fun y : ℝ => y - L / 2) 1 x := (hasDerivAt_id' x).sub_const _
    have hs := hasDerivAt_sin_wave (wavenumber L n) x
    have hsc : HasDerivAt
        (fun y => Real.sin (wavenumber L n * y) * Real.cos (wavenumber L n * y))
        (wavenumber L n * (1 - 2 * Real.sin (wavenumber L n * x) ^ 2)) x :=
      (hs.fun_mul (hasDerivAt_cos_wave _ x)).congr_deriv (by
        linear_combination wavenumber L n * Real.sin_sq_add_cos_sq (wavenumber L n * x))
    have h := ((((hv.fun_mul hv).div_const 4).fun_sub
      ((hv.fun_mul hsc).div_const (2 * wavenumber L n))).fun_add
      ((hs.fun_mul hs).div_const (4 * wavenumber L n ^ 2))).congr_deriv
      (g' := (x - L / 2) * Real.sin (wavenumber L n * x) ^ 2) (by field_simp; ring)
    exact (h.const_mul (Real.sqrt (2 / L) ^ 2)).congr_deriv (by
      simp only [orbital, tilt]; ring)
  rw [intervalIntegral.integral_eq_sub_of_hasDerivAt hF (hc.intervalIntegrable 0 L)]
  simp only [hw, mul_zero, Real.sin_zero]
  ring
```

The claim is ∫₀ᴸ u V u dx = 0, which is why the response equation contains no first-order energy. For k ≠ 0, an antiderivative of N² v s² is

N² [v²/4 − v s c/(2k) + s²/(4k²)].

At both walls s = 0 and v² = L²/4, so the difference is zero. Lean treats L = 0 and n = 0 separately.

```lean
/-- The explicit function `response` is a first-order response for every width `L > 0` and
every level `n ≥ 1`. -/
theorem isResponse_response {L : ℝ} (hL : 0 < L) {n : ℕ} (hn : n ≠ 0) :
    IsResponse L n (response L n) := by
  have hk : wavenumber L n ≠ 0 :=
    div_ne_zero (mul_ne_zero (Nat.cast_ne_zero.mpr hn) Real.pi_ne_zero) hL.ne'
  have hq : ∀ x : ℝ, HasDerivAt (fun y : ℝ => L * y - y ^ 2) (L - 2 * x) x := fun x =>
    (((hasDerivAt_id' x).const_mul L).fun_sub (hasDerivAt_pow 2 x)).congr_deriv (by norm_num)
  have hv : ∀ x : ℝ, HasDerivAt (fun y : ℝ => y - L / 2) 1 x := fun x =>
    (hasDerivAt_id' x).sub_const _
  have hs := hasDerivAt_sin_wave (wavenumber L n)
  have hc := hasDerivAt_cos_wave (wavenumber L n)
  -- first and second derivative
  have h1 : deriv (response L n) = fun x => Real.sqrt (2 / L) *
      ((1 / (2 * wavenumber L n ^ 2) - (L * x - x ^ 2) / 2) * Real.sin (wavenumber L n * x)
        - (x - L / 2) * Real.cos (wavenumber L n * x) / (2 * wavenumber L n)) := by
    funext x
    exact HasDerivAt.deriv (((((hq x).fun_mul (hc x)).div_const (2 * wavenumber L n)).fun_add
      (((hv x).fun_mul (hs x)).div_const (2 * wavenumber L n ^ 2))).congr_deriv
      (by field_simp; ring) |>.const_mul (Real.sqrt (2 / L)))
  have h2 : ∀ x, deriv (deriv (response L n)) x = Real.sqrt (2 / L) *
      (3 / 2 * (x - L / 2) * Real.sin (wavenumber L n * x)
        - wavenumber L n * (L * x - x ^ 2) / 2 * Real.cos (wavenumber L n * x)) := by
    intro x
    rw [h1]
    exact HasDerivAt.deriv ((((((hq x).div_const 2).const_sub
      (1 / (2 * wavenumber L n ^ 2))).fun_mul (hs x)).fun_sub
      (((hv x).fun_mul (hc x)).div_const (2 * wavenumber L n))).congr_deriv
      (by field_simp; ring) |>.const_mul (Real.sqrt (2 / L)))
  refine ⟨hL, hn, ?_, ?_, ?_, ?_⟩
  · unfold response
    fun_prop
  · simp [response]
  · simp only [response, sin_right_wall hL.ne' n]
    ring
  · intro x _
    rw [h2]
    simp only [response, orbital, tilt]
    generalize Real.sqrt (2 / L) = N
    field_simp
    ring
```

So every level has a response. With q' = −2v, differentiating g twice gives

g' = N [(1/(2k²) − q/2) s − v c/(2k)]

g'' = N [(3/2) v s − k q c/2].

In −g''/2 − k²g/2 the q c terms cancel and −N v s = −V u remains. At the walls q = s = 0, hence g = 0. The steps `field_simp` and `ring` clear denominators and check the algebra.

## One shift for all responses

```lean
/-- Any two first-order responses of the same level give the same second-order shift. -/
theorem secondOrderShift_unique {L : ℝ} {n : ℕ} {f g : ℝ → ℝ}
    (hf : IsResponse L n f) (hg : IsResponse L n g) :
    secondOrderShift L n f = secondOrderShift L n g := by
  have twice : ∀ {h : ℝ → ℝ}, ContDiff ℝ 2 h → ∀ x,
      HasDerivAt h (deriv h x) x ∧ HasDerivAt (deriv h) (deriv (deriv h) x) x := by
    intro h hh x
    have h' : ContDiff ℝ (1 + 1) h := by
      rw [one_add_one_eq_two]
      exact hh
    obtain ⟨ha, _, hb⟩ := contDiff_succ_iff_deriv.1 h'
    exact ⟨(ha x).hasDerivAt, ((hb.differentiable (by norm_num)) x).hasDerivAt⟩
  have hint : ∀ {h : ℝ → ℝ}, Continuous h → IntervalIntegrable
      (fun x => orbital L n x * tilt L x * h x) MeasureTheory.volume 0 L := by
    intro h hh
    apply Continuous.intervalIntegrable
    unfold orbital tilt
    fun_prop
  have hfi := hint hf.smooth.continuous
  have hgi := hint hg.smooth.continuous
  -- the Wronskian of the two responses vanishes at both walls
  have hW : ∀ x ∈ Set.uIcc 0 L, HasDerivAt (fun y => (deriv f y * g y - f y * deriv g y) / 2)
      (orbital L n x * tilt L x * g x - orbital L n x * tilt L x * f x) x := by
    intro x hx
    rw [Set.uIcc_of_le hf.width_pos.le] at hx
    obtain ⟨f1, f2⟩ := twice hf.smooth x
    obtain ⟨g1, g2⟩ := twice hg.smooth x
    exact (((f2.fun_mul g1).fun_sub (f1.fun_mul g2)).div_const 2).congr_deriv (by
      linear_combination f x * hg.equation x hx - g x * hf.equation x hx)
  have key := intervalIntegral.integral_eq_sub_of_hasDerivAt hW (hgi.sub hfi)
  rw [intervalIntegral.integral_sub hgi hfi] at key
  simp only [hf.left_wall, hf.right_wall, hg.left_wall, hg.right_wall] at key
  unfold secondOrderShift
  linarith
```

For two responses f and g, let W = (f'g − fg')/2. The equations give f'' = 2Vu − k²f, and likewise for g, so

W' = (f''g − fg'')/2 = uVg − uVf.

W vanishes at both walls, so integrating shows that the two shifts agree. In Lean, `linear_combination` combines the two equations in just this way.

```lean
/-- The second-order shift of level `n ≥ 1` in a box of width `L > 0` under a unit field is
`L⁴ (n²π² - 15) / (24 n⁴π⁴)`, whichever first-order response is used. -/
theorem secondOrderShift_eq {L : ℝ} {n : ℕ} {f : ℝ → ℝ} (hf : IsResponse L n f) :
    secondOrderShift L n f = L ^ 4 * (n ^ 2 * π ^ 2 - 15) / (24 * n ^ 4 * π ^ 4) := by
  have hL := hf.width_pos
  have hL0 : L ≠ 0 := hL.ne'
  have hn : (n : ℝ) ≠ 0 := Nat.cast_ne_zero.mpr hf.level_ne
  have hpi := Real.pi_ne_zero
  have hk : wavenumber L n ≠ 0 := div_ne_zero (mul_ne_zero hn hpi) hL0
  have hw := sin_right_wall hL0 n
  rw [secondOrderShift_unique hf (isResponse_response hL hf.level_ne)]
  have hc : Continuous (fun x => orbital L n x * tilt L x * response L n x) := by
    have := (isResponse_response hL hf.level_ne).smooth.continuous
    unfold orbital tilt
    fun_prop
  -- an antiderivative of the integrand for the explicit response
  have hF : ∀ x ∈ Set.uIcc 0 L, HasDerivAt (fun y => Real.sqrt (2 / L) ^ 2 *
      (((L ^ 2 / 4 - 5 * (y - L / 2) ^ 2) / (8 * wavenumber L n ^ 3)
          + 5 / (16 * wavenumber L n ^ 5))
        * (Real.sin (wavenumber L n * y) * Real.cos (wavenumber L n * y))
      + ((y - L / 2) * (L * y - y ^ 2) / (4 * wavenumber L n ^ 2)
          + 5 / (8 * wavenumber L n ^ 4) * (y - L / 2))
        * (Real.sin (wavenumber L n * y) * Real.sin (wavenumber L n * y))
      - ((L ^ 2 / 4 * (y - L / 2) - 5 / 3 * (y - L / 2) ^ 3) / (8 * wavenumber L n ^ 2)
          + 5 / (16 * wavenumber L n ^ 4) * (y - L / 2))))
      (orbital L n x * tilt L x * response L n x) x := by
    intro x _
    have hv : HasDerivAt (fun y : ℝ => y - L / 2) 1 x := (hasDerivAt_id' x).sub_const _
    have hv2 : HasDerivAt (fun y : ℝ => (y - L / 2) ^ 2) (2 * (x - L / 2)) x :=
      (hv.fun_pow 2).congr_deriv (by norm_num)
    have hv3 : HasDerivAt (fun y : ℝ => (y - L / 2) ^ 3) (3 * (x - L / 2) ^ 2) x :=
      (hv.fun_pow 3).congr_deriv (by norm_num)
    have hq : HasDerivAt (fun y : ℝ => L * y - y ^ 2) (L - 2 * x) x :=
      (((hasDerivAt_id' x).const_mul L).fun_sub (hasDerivAt_pow 2 x)).congr_deriv (by norm_num)
    have hs := hasDerivAt_sin_wave (wavenumber L n) x
    have hsc : HasDerivAt
        (fun y => Real.sin (wavenumber L n * y) * Real.cos (wavenumber L n * y))
        (wavenumber L n * (1 - 2 * Real.sin (wavenumber L n * x) ^ 2)) x :=
      (hs.fun_mul (hasDerivAt_cos_wave _ x)).congr_deriv (by
        linear_combination wavenumber L n * Real.sin_sq_add_cos_sq (wavenumber L n * x))
    have hP := (((hv2.const_mul 5).const_sub (L ^ 2 / 4)).div_const
      (8 * wavenumber L n ^ 3)).add_const (5 / (16 * wavenumber L n ^ 5))
    have hQ := ((hv.fun_mul hq).div_const (4 * wavenumber L n ^ 2)).fun_add
      (hv.const_mul (5 / (8 * wavenumber L n ^ 4)))
    have hR := (((hv.const_mul (L ^ 2 / 4)).fun_sub (hv3.const_mul (5 / 3))).div_const
      (8 * wavenumber L n ^ 2)).fun_add (hv.const_mul (5 / (16 * wavenumber L n ^ 4)))
    have h := (((hP.fun_mul hsc).fun_add (hQ.fun_mul (hs.fun_mul hs))).fun_sub hR).congr_deriv
      (g' := Real.sin (wavenumber L n * x) * (x - L / 2) *
        ((L * x - x ^ 2) * Real.cos (wavenumber L n * x) / (2 * wavenumber L n)
          + (x - L / 2) * Real.sin (wavenumber L n * x) / (2 * wavenumber L n ^ 2)))
      (by field_simp; ring)
    exact (h.const_mul (Real.sqrt (2 / L) ^ 2)).congr_deriv (by
      simp only [orbital, tilt, response]; ring)
  unfold secondOrderShift
  rw [intervalIntegral.integral_eq_sub_of_hasDerivAt hF (hc.intervalIntegrable 0 L)]
  -- only the polynomial part survives at the walls
  simp only [hw, mul_zero, zero_mul, Real.sin_zero]
  rw [Real.sq_sqrt (by positivity)]
  unfold wavenumber
  field_simp
  ring
```

It is therefore enough to take the explicit response g from above and integrate u V g = N² [v q s c/(2k) + v² s²/(2k²)]. An antiderivative is N² [P s c + Q s² − R], with

P = (L²/4 − 5v²)/(8k³) + 5/(16k⁵)

Q = v q/(4k²) + 5v/(8k⁴)

R = (L²v/4 − 5v³/3)/(8k²) + 5v/(16k⁴).

To check it, use (sc)' = k(1 − 2s²) and compare coefficients:

P' + 2kQ = vq/(2k), Q' − 2kP = v²/(2k²), kP − R' = 0.

At the walls only R survives, with v running from −L/2 to L/2:

shift = (2/L) [L³/(48k²) − 5L/(16k⁴)] = L⁴(n²π² − 15)/(24n⁴π⁴).

For L = 1 this is (n²π² − 15)/(24n⁴π⁴).

## The two signs

```lean
/-- The field lowers the ground level at second order. -/
theorem ground_level_lowered {L : ℝ} {f : ℝ → ℝ} (hf : IsResponse L 1 f) :
    secondOrderShift L 1 f < 0 := by
  have hL := hf.width_pos
  rw [secondOrderShift_eq hf]
  apply div_neg_of_neg_of_pos
  · apply mul_neg_of_pos_of_neg (by positivity)
    push_cast
    nlinarith [Real.pi_lt_d2, Real.pi_pos]
  · positivity
```

For n = 1, π < 3.15 gives π² < 15, so the shift is negative.

```lean
/-- The field raises every excited level, `n ≥ 2`, at second order. -/
theorem excited_level_raised {L : ℝ} {n : ℕ} {f : ℝ → ℝ} (hn : 2 ≤ n)
    (hf : IsResponse L n f) : 0 < secondOrderShift L n f := by
  have hL := hf.width_pos
  have hn2 : (2 : ℝ) ≤ n := by exact_mod_cast hn
  have hn0 : (0 : ℝ) < n := by linarith
  have h6 : 6 < (n : ℝ) * π := by nlinarith [Real.pi_gt_three]
  have h15 : 0 < (n : ℝ) ^ 2 * π ^ 2 - 15 := by nlinarith
  rw [secondOrderShift_eq hf]
  positivity

end

end BoxPolarizability
```

For n ≥ 2, π > 3 gives nπ > 6, so n²π² > 36 > 15 and the shift is positive. The static polarizability, −2 times the shift, is thus positive for the ground level and negative for every excited one. Density-functional perturbation theory solves first-order equations of the same kind, with a potential that itself responds to the field; here there is a single particle in one dimension, with no interactions.

```lean
#print axioms BoxPolarizability.firstOrderShift_eq_zero
-- 'BoxPolarizability.firstOrderShift_eq_zero' depends on axioms: [propext, Classical.choice, Quot.sound]
#print axioms BoxPolarizability.ground_level_lowered
-- 'BoxPolarizability.ground_level_lowered' depends on axioms: [propext, Classical.choice, Quot.sound]
#print axioms BoxPolarizability.excited_level_raised
-- 'BoxPolarizability.excited_level_raised' depends on axioms: [propext, Classical.choice, Quot.sound]
```
